# A ring with one negative inverse mass can still have a nonnegative kinetic energy

Consider kinetic operators on a finite ring of sites. If every one with a negative inverse mass on some bond is rejected as unstable, some operators are lost whose kinetic energy is never negative. If all of them are accepted, some get through that have states of negative kinetic energy. The local sign alone does not separate the two groups.

Negative inverse masses can arise with meta-GGA functionals, whose exchange-correlation energy per volume $e$ depends on the kinetic energy density $\tau=\tfrac12\sum_j|\nabla\psi_j|^2$ of the occupied orbitals. In atomic units the orbital equation then contains $-\tfrac12\nabla\cdot[(1+\partial e/\partial\tau)\nabla\psi]$. The bracketed factor acts as a position-dependent inverse mass, and it is negative wherever $\partial e/\partial\tau<-1$. In this continuum equation the local sign does decide: if the factor is negative throughout an open region, any nonzero smooth function supported there has negative kinetic energy. The ring below is a discrete model, in which a single bond can be negative without that consequence.

## The ring and its kinetic form

Take a ring of $N\ge1$ sites, with bond $i$ joining site $i$ to site $i+1$. Both are labelled by `ZMod N`, so that $i+1$ wraps around. `NeZero N` excludes $N=0$.

```lean
import Mathlib

open Finset

namespace RingKineticStability

noncomputable section

variable {N : ℕ} [NeZero N]
```

The letter $m_i$ denotes the *inverse* mass on bond $i$, so the mass itself is $1/m_i$. For a real function $\psi$ on the sites, the kinetic form is

$$K(\psi)=\sum_i m_i(\psi_{i+1}-\psi_i)^2 .$$

The factor $\tfrac12$ and the grid spacing are left out. The function need not be normalised: for $\psi\neq0$ the normalised value is $K(\psi)/\sum_i\psi_i^2$, which has the same sign.

```lean
/-- The kinetic form of a real function `ψ` on a ring of `N` sites, where `m i` is the
inverse mass on the bond from site `i` to site `i + 1`. -/
def kineticForm (m ψ : ZMod N → ℝ) : ℝ :=
  ∑ i, m i * (ψ (i + 1) - ψ i) ^ 2
```

One bond $a$ is singled out, later to carry the negative inverse mass. The masses of the other bonds add up to $S=\sum_{i\ne a}1/m_i$. Lean calls this `restMass`, meaning the mass of the rest of the ring and not a relativistic rest mass.

```lean
/-- The sum of the masses `1 / m i` over all bonds except `a`, for inverse masses that are
nonzero on those bonds. -/
def restMass (m : ZMod N → ℝ) (a : ZMod N) : ℝ :=
  ∑ i ∈ univ.erase a, 1 / m i
```

Write $d_i=\psi_{i+1}-\psi_i$ and $T=\sum_{i\neq a}m_i d_i^2$. In Lean, `univ.erase a` is the set of bonds other than $a$.

## (a) Differences around the ring

Show that the bond differences of any $\psi$ satisfy

$$\sum_i(\psi_{i+1}-\psi_i)=0 .$$

**Solution.** The shift $i\mapsto i+1$ permutes the sites, so $\sum_i\psi_{i+1}=\sum_i\psi_i$. In Lean the shift is `Equiv.addRight`.

```lean
/-- The differences of a function across the bonds of a ring add up to zero. -/
theorem sum_gradient (ψ : ZMod N → ℝ) : ∑ i, (ψ (i + 1) - ψ i) = 0 := by
  have h := Equiv.sum_comp (Equiv.addRight (1 : ZMod N)) ψ
  simp only [Equiv.coe_addRight] at h
  rw [Finset.sum_sub_distrib, h, sub_self]
```

## (b) Recovering a function from its differences

Let a bond field $d$ have zero sum. Find $\psi$ with

$$\psi_{i+1}-\psi_i=d_i\quad\text{for every } i .$$

**Solution.** Label the sites $0,\dots,N-1$ and set $\psi_i=\sum_{k=0}^{i-1}d_k$. For $i<N-1$ the difference is $d_i$ by construction. On the last bond,

$$\psi_0-\psi_{N-1}=-\sum_{k=0}^{N-2}d_k=d_{N-1},$$

because the total vanishes. Lean uses `i.val` for the integer label, and `rcases` separates the closing bond from the others.

```lean
/-- Every bond field on the ring with zero sum is the difference field of some function
on the sites. -/
theorem exists_of_gradient {d : ZMod N → ℝ} (hd : ∑ i, d i = 0) :
    ∃ ψ : ZMod N → ℝ, ∀ i, ψ (i + 1) - ψ i = d i := by
  -- add up the bond field from site 0 to site i
  refine ⟨fun i => ∑ k ∈ range i.val, d (k : ZMod N), fun i => ?_⟩
  have htot : ∑ k ∈ range N, d (k : ZMod N) = 0 := by
    rw [← hd]
    refine Finset.sum_bij' (fun k _ => (k : ZMod N)) (fun i _ => i.val) ?_ ?_ ?_ ?_ ?_
    · intro k _
      exact mem_univ _
    · intro i _
      exact mem_range.mpr (ZMod.val_lt i)
    · intro k hk
      exact ZMod.val_cast_of_lt (mem_range.mp hk)
    · intro i _
      exact ZMod.natCast_zmod_val i
    · intro k _
      rfl
  have hcast : ((i.val : ℕ) : ZMod N) = i := ZMod.natCast_zmod_val i
  have hnext : ((i.val + 1 : ℕ) : ZMod N) = i + 1 := by
    rw [Nat.cast_add, hcast, Nat.cast_one]
  have hs : ∑ k ∈ range (i.val + 1), d (k : ZMod N)
      = ∑ k ∈ range i.val, d (k : ZMod N) + d i := by
    rw [Finset.sum_range_succ, hcast]
  rcases Nat.lt_or_ge (i.val + 1) N with h | h
  · have hv : (i + 1).val = i.val + 1 := by
      rw [← hnext]
      exact ZMod.val_cast_of_lt h
    simp only [hv, hs]
    ring
  · -- the last bond closes the ring
    have hN : i.val + 1 = N := by
      have := ZMod.val_lt i
      omega
    have h0 : i + 1 = 0 := by
      rw [← hnext, hN]
      exact ZMod.natCast_self N
    rw [hN, htot] at hs
    simp only [h0, ZMod.val_zero, Finset.range_zero, Finset.sum_empty]
    linarith
```

## (c) A bound on the difference across one bond

Let $m_i>0$ for all $i\ne a$, with no condition on $m_a$. Show that

$$(\psi_{a+1}-\psi_a)^2\le S\,T .$$

**Solution.** By (a), $d_a=-\sum_{i\ne a}d_i$. The Cauchy-Schwarz inequality gives

$$d_a^2=\Big(\sum_{i\neq a}\frac{1}{\sqrt{m_i}}\,\sqrt{m_i}\,d_i\Big)^2\le\sum_{i\neq a}\frac1{m_i}\;\sum_{i\neq a}m_id_i^2 .$$

The Mathlib lemma used here avoids the square roots. It asks for nonnegative weights and for $d_i^2\le(1/m_i)(m_id_i^2)$, which holds with equality.

```lean
/-- If the inverse masses are positive on all bonds except `a`, the squared difference across
`a` is at most the mass of the other bonds times their kinetic energy. -/
theorem gradient_sq_le {m : ZMod N → ℝ} {a : ZMod N} (hpos : ∀ i, i ≠ a → 0 < m i)
    (ψ : ZMod N → ℝ) :
    (ψ (a + 1) - ψ a) ^ 2 ≤
      restMass m a * ∑ i ∈ univ.erase a, m i * (ψ (i + 1) - ψ i) ^ 2 := by
  have h0 : ψ (a + 1) - ψ a = -∑ i ∈ univ.erase a, (ψ (i + 1) - ψ i) := by
    have h1 := Finset.add_sum_erase univ (fun i => ψ (i + 1) - ψ i) (mem_univ a)
    have h2 := sum_gradient ψ

    linarith
  rw [h0, neg_sq]
  unfold restMass
  -- Cauchy-Schwarz with weights 1 / m and m
  refine Finset.sum_sq_le_sum_mul_sum_of_sq_le_mul _ ?_ ?_ ?_
  · intro i hi
    exact (one_div_pos.mpr (hpos i (ne_of_mem_erase hi))).le
  · intro i hi
    exact mul_nonneg (hpos i (ne_of_mem_erase hi)).le (sq_nonneg _)
  · intro i hi
    have h := (hpos i (ne_of_mem_erase hi)).ne'
    exact le_of_eq (by rw [← mul_assoc, one_div_mul_cancel h, one_mul])
```

## (d) A lower bound on the kinetic form

Now let $m_a<0$ as well. Show that

$$(1+m_aS)\,T\le K(\psi) .$$

**Solution.** Split off bond $a$: $K=T+m_ad_a^2$. Multiplying (c) by the negative number $m_a$ reverses it, so $m_ad_a^2\ge m_aS\,T$. Adding $T$ gives the claim. The reversal is `mul_le_mul_of_nonpos_left`.

```lean
/-- If the inverse mass is negative on bond `a` and positive on all others, the kinetic form is
at least the energy of the other bonds times `1 + m a * restMass m a`. -/
theorem kineticForm_lower_bound {m : ZMod N → ℝ} {a : ZMod N} (ha : m a < 0)
    (hpos : ∀ i, i ≠ a → 0 < m i) (ψ : ZMod N → ℝ) :
    (1 + m a * restMass m a) * ∑ i ∈ univ.erase a, m i * (ψ (i + 1) - ψ i) ^ 2
      ≤ kineticForm m ψ := by
  have h := mul_le_mul_of_nonpos_left (gradient_sq_le hpos ψ) ha.le
  unfold kineticForm
  rw [← Finset.add_sum_erase _ _ (mem_univ a)]
  linarith
```

## (e) A trial function with unit flux

Call $m_i(\psi_{i+1}-\psi_i)$ the flux on bond $i$; it is not the quantum probability current. Assuming only $m_i\ne0$ for $i\neq a$, find $\psi$ with unit flux on every bond except $a$, and show that

$$\psi_{a+1}-\psi_a=-S,\qquad K(\psi)=S+m_aS^2 .$$

**Solution.** Put $d_i=1/m_i$ for $i\ne a$ and $d_a=-S$. These sum to zero, so (b) supplies $\psi$. Then $T=\sum_{i\ne a}m_i/m_i^2=S$, and bond $a$ adds $m_aS^2$. Lean writes the bond field as an `if` expression and computes $T$ in `hT`.

```lean
/-- If the inverse masses are nonzero on all bonds except `a`, some function carries unit flux
`m i * (ψ (i + 1) - ψ i) = 1` on each of them, and its difference across `a` and its kinetic
form are fixed by `restMass m a` and `m a`. -/
theorem exists_unit_flux {m : ZMod N → ℝ} {a : ZMod N} (hm : ∀ i, i ≠ a → m i ≠ 0) :
    ∃ ψ : ZMod N → ℝ, (∀ i, i ≠ a → m i * (ψ (i + 1) - ψ i) = 1) ∧
      ψ (a + 1) - ψ a = -restMass m a ∧
      kineticForm m ψ = restMass m a + m a * restMass m a ^ 2 := by
  have hrest : ∑ i ∈ univ.erase a, (if i = a then -restMass m a else 1 / m i)
      = restMass m a :=
    Finset.sum_congr rfl fun i hi => if_neg (ne_of_mem_erase hi)
  have hd : ∑ i, (if i = a then -restMass m a else 1 / m i) = 0 := by
    rw [← Finset.add_sum_erase _ _ (mem_univ a), hrest]
    simp
  obtain ⟨ψ, hψ⟩ := exists_of_gradient hd
  have ha : ψ (a + 1) - ψ a = -restMass m a := by rw [hψ, if_pos rfl]
  have hi : ∀ i, i ≠ a → ψ (i + 1) - ψ i = 1 / m i := fun i h => by rw [hψ, if_neg h]
  refine ⟨ψ, fun i h => by rw [hi i h, mul_one_div_cancel (hm i h)], ha, ?_⟩
  have hT : ∑ i ∈ univ.erase a, m i * (ψ (i + 1) - ψ i) ^ 2 = restMass m a := by
    refine Finset.sum_congr rfl fun i h => ?_
    have h' := ne_of_mem_erase h
    rw [hi i h', sq, ← mul_assoc, mul_one_div_cancel (hm i h'), one_mul]
  unfold kineticForm
  rw [← Finset.add_sum_erase _ _ (mem_univ a), hT, ha]
  ring
```

## (f) The condition for a nonnegative kinetic form

Let $m_a<0$ and $m_i>0$ for all other $i$. Show that

$$K(\psi)\ge0\ \text{ for every real }\psi\iff\sum_i\frac1{m_i}\le0 .$$

**Solution.** Let $M=\sum_i1/m_i=1/m_a+S$. Then $m_aM=1+m_aS$, which is `hmul` in the proof.

If $M\le0$, then $1+m_aS\ge0$. Since $T\ge0$, (d) gives $K\ge0$.

If $M>0$, then $S>-1/m_a>0$ and $1+m_aS<0$. The function from (e) has $K=S(1+m_aS)<0$.

The negative bond is therefore harmless when $|m_a|$ is small enough, namely when $1/|m_a|\ge S$.

For $N=2$ both bonds join the same two sites, and $K=(m_0+m_1)(\psi_1-\psi_0)^2$. The condition $(m_0+m_1)/(m_0m_1)\le0$ says $m_0+m_1\ge0$, as it should. For $N=1$ the only bond joins the site to itself, so $K=0$, and $1/m_a<0$ satisfies the condition.

```lean
/-- With a negative inverse mass on one bond and positive ones on all others, the kinetic form
is nonnegative for every real function iff the masses `1 / m i` have a nonpositive sum. -/
theorem kineticForm_nonneg_iff {m : ZMod N → ℝ} {a : ZMod N} (ha : m a < 0)
    (hpos : ∀ i, i ≠ a → 0 < m i) :
    (∀ ψ, 0 ≤ kineticForm m ψ) ↔ ∑ i, 1 / m i ≤ 0 := by
  have hsplit : 1 / m a + restMass m a = ∑ i, 1 / m i :=
    Finset.add_sum_erase univ (fun i => 1 / m i) (mem_univ a)
  have hmul : m a * ∑ i, 1 / m i = 1 + m a * restMass m a := by
    rw [← hsplit, mul_add, mul_one_div_cancel ha.ne]
  constructor
  · intro h
    by_contra hM
    have hM' := lt_of_not_ge hM
    -- the unit-flux function has negative energy
    obtain ⟨ψ, -, -, hE⟩ := exists_unit_flux fun i hi => (hpos i hi).ne'
    have hS : 0 < restMass m a := by linarith [one_div_neg.mpr ha]
    have hneg := mul_neg_of_neg_of_pos ha hM'
    rw [hmul] at hneg
    have hprod := mul_neg_of_pos_of_neg hS hneg
    have h0 := h ψ
    rw [hE] at h0
    linarith
  · intro h ψ
    have hc := mul_nonneg_of_nonpos_of_nonpos ha.le h
    rw [hmul] at hc
    refine le_trans (mul_nonneg hc (Finset.sum_nonneg fun i hi => ?_))
      (kineticForm_lower_bound ha hpos ψ)
    exact mul_nonneg (hpos i (ne_of_mem_erase hi)).le (sq_nonneg _)
```

For non-interacting electrons on a finite ring with fixed inverse masses, one negative and all others positive, this decides whether the kinetic operator has a negative eigenvalue. The criterion does not carry over to the continuum equation of a meta-GGA, because refining the grid eventually puts several neighbouring bonds into a region of negative inverse mass. The hypotheses allow only one, and a function that is nonzero only at a site between two negative bonds already has $K<0$.

## (g) The condition for strict positivity

Constants always give $K=0$. Under the hypotheses of (f), show that

$$K(\psi)>0\ \text{ for every }\psi\text{ that varies across some bond}\iff\sum_i\frac1{m_i}<0 .$$

**Solution.** If $M<0$, then $1+m_aS>0$, and by (d) it remains to show $T>0$. If $\psi$ varies across a bond $i\neq a$, that bond contributes $m_id_i^2>0$. If it varies across $a$, then $T=0$ would force $d_a^2\le0$ by (c), a contradiction. These are the two branches of `by_cases hia`.

If $M\ge0$, then $S\ge-1/m_a>0$. The function from (e) varies across $a$, since $d_a=-S\neq0$, yet $K=S(1+m_aS)\le0$.

```lean
/-- With a negative inverse mass on one bond and positive ones on all others, the kinetic form
is positive for every function that varies across some bond iff the masses have a negative sum. -/
theorem kineticForm_pos_iff {m : ZMod N → ℝ} {a : ZMod N} (ha : m a < 0)
    (hpos : ∀ i, i ≠ a → 0 < m i) :
    (∀ ψ : ZMod N → ℝ, (∃ i, ψ (i + 1) ≠ ψ i) → 0 < kineticForm m ψ) ↔
      ∑ i, 1 / m i < 0 := by
  have hsplit : 1 / m a + restMass m a = ∑ i, 1 / m i :=
    Finset.add_sum_erase univ (fun i => 1 / m i) (mem_univ a)
  have hmul : m a * ∑ i, 1 / m i = 1 + m a * restMass m a := by
    rw [← hsplit, mul_add, mul_one_div_cancel ha.ne]
  constructor
  · intro h
    by_contra hM
    have hM' := le_of_not_gt hM
    obtain ⟨ψ, -, hψ, hE⟩ := exists_unit_flux fun i hi => (hpos i hi).ne'
    have hS : 0 < restMass m a := by linarith [one_div_neg.mpr ha]
    have hneg := mul_nonpos_of_nonpos_of_nonneg ha.le hM'
    rw [hmul] at hneg
    have hprod := mul_nonpos_of_nonneg_of_nonpos hS.le hneg
    have h0 := h ψ ⟨a, fun he => by linarith⟩
    rw [hE] at h0
    linarith
  · rintro h ψ ⟨i, hi⟩
    have hc := mul_pos_of_neg_of_neg ha h
    rw [hmul] at hc
    have hterm : ∀ j ∈ univ.erase a, 0 ≤ m j * (ψ (j + 1) - ψ j) ^ 2 := fun j hj =>
      mul_nonneg (hpos j (ne_of_mem_erase hj)).le (sq_nonneg _)
    have hsq : 0 < (ψ (i + 1) - ψ i) ^ 2 := sq_pos_of_ne_zero (sub_ne_zero.mpr hi)
    -- the bonds other than a carry positive energy
    have hT : 0 < ∑ j ∈ univ.erase a, m j * (ψ (j + 1) - ψ j) ^ 2 := by
      by_cases hia : i = a
      · subst hia
        refine lt_of_le_of_ne (Finset.sum_nonneg hterm) fun h0 => ?_
        have hle := gradient_sq_le hpos ψ
        rw [← h0, mul_zero] at hle
        linarith
      · exact lt_of_lt_of_le (mul_pos (hpos i hia) hsq)
          (Finset.single_le_sum hterm (mem_erase.mpr ⟨hia, mem_univ i⟩))
    exact lt_of_lt_of_le (mul_pos hc hT) (kineticForm_lower_bound ha hpos ψ)
```

## (h) A stable ring with a negative bond

Let $m_0=-1/N$ and $m_i=1$ on all other bonds. Show that

$$-\frac1N(\psi_1-\psi_0)^2+\sum_{i\ne0}(\psi_{i+1}-\psi_i)^2>0$$

for every $\psi$ that varies across some bond.

**Solution.** The masses sum to $-N+(N-1)=-1<0$, so (g) applies with $a=0$. Lean obtains the same sum by writing each mass as $1$, with a correction $-N-1$ on bond $0$. For $N=1$ no function varies across the bond, and the statement is empty.

```lean
/-- With inverse mass `-1/N` on one bond and `1` on all others, the kinetic form is positive
for every function that varies across some bond. -/
theorem one_negative_bond_stable (ψ : ZMod N → ℝ) (hψ : ∃ i, ψ (i + 1) ≠ ψ i) :
    0 < kineticForm (fun i => if i = 0 then -(1 / (N : ℝ)) else 1) ψ := by
  have hN : (0 : ℝ) < N := Nat.cast_pos.mpr (NeZero.pos N)
  have h : ∀ i : ZMod N, 1 / (if i = 0 then -(1 / (N : ℝ)) else 1)
      = 1 + (if i = 0 then -(N : ℝ) - 1 else 0) := by
    intro i
    split_ifs
    · rw [one_div, inv_neg, one_div, inv_inv]
      ring
    · norm_num
  have hsum : ∑ i : ZMod N, 1 / (if i = 0 then -(1 / (N : ℝ)) else 1) = -1 := by
    rw [Finset.sum_congr rfl fun i _ => h i, Finset.sum_add_distrib]
    simp only [Finset.sum_ite_eq', mem_univ, if_true, Finset.sum_const, Finset.card_univ,
      ZMod.card, nsmul_eq_mul]
    ring
  refine (kineticForm_pos_iff (a := 0) ?_ ?_).mpr ?_ ψ hψ
  · rw [if_pos rfl]
    exact neg_neg_of_pos (one_div_pos.mpr hN)
  · intro i hi
    rw [if_neg hi]
    exact one_pos
  · rw [hsum]
    norm_num

end

end RingKineticStability
```

```lean
#print axioms RingKineticStability.kineticForm_nonneg_iff
#print axioms RingKineticStability.one_negative_bond_stable
```

```
'RingKineticStability.kineticForm_nonneg_iff' depends on axioms: [propext, Classical.choice, Quot.sound]
'RingKineticStability.one_negative_bond_stable' depends on axioms: [propext, Classical.choice, Quot.sound]
```
